# The golden rule underestimates the Siegert width of a mid-band level coupled to the end of a chain more weakly than the chain's own hopping

To turn a golden-rule width into the width $-2\,\mathrm{Im}\,E$ of the resonance's complex energy $E$, for a level at the middle of the band of a semi-infinite chain, divide it by $\sqrt{1-(v/t)^2}$. Here $v$ is the coupling of the level to the end of the chain, $t$ is the hopping along the chain, and $0<v<t$. At $v/t=0.6$ the divisor is $0.8$, so the golden rule gives only four fifths of the width.

Complex-energy states of this kind also supply the widths of Stark resonances in field ionization. The present model is a single non-interacting level on a chain with no static field in it, and it shows in closed form how a perturbative width departs from the one read off the complex energy.

In Lean 4 with Mathlib:

```lean
import Mathlib

namespace SiegertChain

noncomputable section
```

## The level, the chain and the single exponential

Site 0 is the level and sites $1,2,\dots$ form the chain. All site energies are zero, which puts the level at the band centre. A stationary amplitude $u$ at energy $E$ satisfies

$$E u_0=-v u_1,\qquad E u_1=-v u_0-t u_2,\qquad E u_n=-t(u_{n-1}+u_{n+1})\quad(n\ge 2).$$

In `IsStationary` these are the fields `level`, `contact` and `lead`; the last is indexed so that `n` refers to site $n+2$. The couplings are real, while the energy and amplitudes are complex. Nothing requires $u$ to be square-summable, because a resonance wave is not.

```lean
/-- Stationary equations at energy `E` for a level (site 0) of energy zero, coupled by `v` to
the end of a semi-infinite chain (sites 1, 2, ...) with hopping `t`. -/
structure IsStationary (v t : ℝ) (E : ℂ) (u : ℕ → ℂ) : Prop where
  level : E * u 0 = -(v : ℂ) * u 1
  contact : E * u 1 = -(v : ℂ) * u 0 - t * u 2
  lead : ∀ n, E * u (n + 2) = -(t : ℂ) * (u (n + 1) + u (n + 3))
```

A Siegert state is a nonzero solution that is a single exponential on the chain, $u_n=cz^n$ for $n\ge1$. The amplitude $u_0$ is left free. The definition chooses no direction of propagation, so it admits states that decay in time and states that grow in time alike.

```lean
/-- A Siegert state: a nonzero stationary amplitude that is a single exponential `c z ^ n`
on the chain. -/
def IsSiegertState (v t : ℝ) (E z : ℂ) (u : ℕ → ℂ) : Prop :=
  u ≠ 0 ∧ IsStationary v t E u ∧ ∃ c : ℂ, ∀ n, u (n + 1) = c * z ^ (n + 1)
```

To show that such states exist we need an explicit one. Up to a common factor it has amplitude $t$ on the level and $vz^n$ on chain site $n$; the equation at site 1 will fix this ratio.

```lean
/-- The amplitude `t` on the level and `v z ^ n` on site `n` of the chain. -/
def siegertWave (v t : ℝ) (z : ℂ) : ℕ → ℂ
  | 0 => t
  | n + 1 => v * z ^ (n + 1)
```

## Ingredients of the golden rule

A chain wave $e^{\pm ikn}$, with wave number $k$ and unit lattice spacing, has energy $\varepsilon(k)=-2t\cos k$.

```lean
/-- Energy of the chain wave with wave number `k`. -/
def bandEnergy (t k : ℝ) : ℝ := -2 * t * Real.cos k
```

The uncoupled chain ends at site 1, so its waves must vanish at site 0. They are $\varphi_k(n)=\sqrt{2/\pi}\,\sin(nk)$ with $0<k<\pi$. The prefactor stands for normalisation to $\delta(k-k')$, which gives one state per unit of $k$. It enters through the definition, and the orthogonality relation itself is not derived.

```lean
/-- Standing wave of the uncoupled chain, with amplitude `√(2/π)`. -/
def leadWave (k : ℝ) (n : ℕ) : ℝ := √(2 / Real.pi) * Real.sin (n * k)
```

With $\hbar=1$, the golden rule multiplies $2\pi$ by the squared matrix element and the density of states. The matrix element between the level and $\varphi_k$ is $-v\varphi_k(1)$, and the density of states is $1/|\varepsilon'(k)|$:

$$\Gamma_{\rm GR}(k)=\frac{2\pi\,[v\varphi_k(1)]^2}{|\varepsilon'(k)|}.$$

This formula is taken as the definition of the golden-rule width; its derivation from time-dependent perturbation theory is not part of the file.

```lean
/-- Golden-rule width: `2π` times the squared coupling of the level to the standing wave `k`,
divided by the absolute value of the slope of the band; meant for `t ≠ 0` and `0 < k < π`. -/
def goldenRuleWidth (v t k : ℝ) : ℝ :=
  2 * Real.pi * (v * leadWave k 1) ^ 2 / |deriv (bandEnergy t) k|
```

## Which energies and factors are allowed

Let $v,t\neq0$ and insert $u_n=cz^n$. If $cz$ were zero, the whole chain would be empty, site 1 would give $vu_0=0$, and $u$ would vanish. Hence $cz\ne0$. The equation at site 2 is $Ecz^2=-t(cz+cz^3)$, and division by $cz$ gives

$$Ez=-t(1+z^2).$$

Site 1 now gives $vu_0=-c(Ez+tz^2)=tc$. Multiplying the level equation by $v$ turns it into $Etc=-v^2cz$, so

$$tE=-v^2z.$$

Multiply this by $z$ and use the first relation: $-v^2z^2=-t^2(1+z^2)$, or

$$(v^2-t^2)z^2=t^2.$$

Conversely, these last two relations give back $Ez=-t(1+z^2)$, and the explicit wave then satisfies every site equation.

The theorem `siegert_iff` states this equivalence. In its proof, `hcz` is the argument that $cz\neq0$, `hE` is the chain relation, `hu0` is the amplitude on the level and `hL` is $tE=-v^2z$. The `linear_combination` calls verify the eliminations, and `mul_left_cancel₀` performs the divisions by nonzero factors. The second half checks `siegertWave` site by site; it is nonzero because its value on the level is $t$.

```lean
/-- For nonzero couplings, a Siegert state with energy `E` and factor `z` exists exactly when
`(v² - t²) z² = t²` and `t E = -v² z`. -/
theorem siegert_iff {v t : ℝ} (hv : v ≠ 0) (ht : t ≠ 0) (E z : ℂ) :
    (∃ u, IsSiegertState v t E z u) ↔
      ((v : ℂ) ^ 2 - t ^ 2) * z ^ 2 = t ^ 2 ∧ (t : ℂ) * E = -(v : ℂ) ^ 2 * z := by
  have hvC : (v : ℂ) ≠ 0 := Complex.ofReal_ne_zero.2 hv
  have htC : (t : ℂ) ≠ 0 := Complex.ofReal_ne_zero.2 ht
  constructor
  · rintro ⟨u, hu, ⟨h0, h1, h2⟩, c, hc⟩
    -- a wave that vanishes on the chain vanishes on the level too
    have hcz : c * z ≠ 0 := by
      intro h
      apply hu
      have hz : ∀ n, u (n + 1) = 0 := by
        intro n
        rw [hc n, pow_succ]
        linear_combination z ^ n * h
      have a1 : u 1 = 0 := hz 0
      have a2 : u 2 = 0 := hz 1
      rw [a1, a2] at h1
      have h3 : (v : ℂ) * u 0 = 0 := by linear_combination h1
      funext n
      cases n with
      | zero => exact (mul_eq_zero.mp h3).resolve_left hvC
      | succ n => exact hz n
    have hc0 : c ≠ 0 := left_ne_zero_of_mul hcz
    have b1 : u 1 = c * z ^ 1 := hc 0
    have b2 : u 2 = c * z ^ 2 := hc 1
    have b3 : u 3 = c * z ^ 3 := hc 2
    have h2' : E * u 2 = -(t : ℂ) * (u 1 + u 3) := h2 0
    rw [b1, b2, b3] at h2'
    rw [b1, b2] at h1
    rw [b1] at h0
    -- dispersion relation of the chain
    have hE : E * z = -(t : ℂ) * (1 + z ^ 2) :=
      mul_left_cancel₀ hcz (by linear_combination h2')
    -- amplitude on the level
    have hu0 : (v : ℂ) * u 0 = t * c := by linear_combination h1 - c * hE
    have hL : (t : ℂ) * E = -(v : ℂ) ^ 2 * z :=
      mul_left_cancel₀ hc0 (by linear_combination (v : ℂ) * h0 - E * hu0)
    exact ⟨by linear_combination z * hL - (t : ℂ) * hE, hL⟩
  · rintro ⟨h1, h2⟩
    have hE : E * z = -(t : ℂ) * (1 + z ^ 2) :=
      mul_left_cancel₀ htC (by linear_combination z * h2 - h1)
    refine ⟨siegertWave v t z, ?_, ⟨?_, ?_, ?_⟩, v, fun n => rfl⟩
    · intro h
      exact htC (congrFun h 0)
    · show E * (t : ℂ) = -(v : ℂ) * (v * z ^ (0 + 1))
      linear_combination h2
    · show E * ((v : ℂ) * z ^ (0 + 1)) = -(v : ℂ) * t - t * (v * z ^ (1 + 1))
      linear_combination (v : ℂ) * hE
    · intro n
      show E * ((v : ℂ) * z ^ (n + 1 + 1)) =
        -(t : ℂ) * (v * z ^ (n + 1) + v * z ^ (n + 2 + 1))
      linear_combination (v : ℂ) * z ^ (n + 1) * hE
```

At $v=t$ the condition on $z$ reads $0=t^2$, which is impossible for $t\neq0$. There is then no Siegert state at any complex energy.

```lean
/-- If the level is coupled as strongly as the chain sites are to each other, `v = t ≠ 0`,
there is no Siegert state. -/
theorem no_siegert_at_equal_coupling {t : ℝ} (ht : t ≠ 0) (E z : ℂ) :
    ¬ ∃ u, IsSiegertState t t E z u := by
  intro h
  have h1 := ((siegert_iff ht ht E z).1 h).1
  have h2 : (t : ℂ) ^ 2 = 0 := by linear_combination -h1
  exact pow_ne_zero 2 (Complex.ofReal_ne_zero.2 ht) h2
```

## Two conjugate energies

Now let $0<v<t$ and put $s=\sqrt{t^2-v^2}>0$. The condition on $z$ becomes $z^2=-t^2/s^2$, so $z=\pm it/s$, and

$$E=-\frac{v^2z}{t}=\mp\frac{iv^2}{s}.$$

`siegert_energy_iff` says that a Siegert state with energy $E$ exists exactly when $E$ is one of these two values. For the forward direction the proof eliminates $z$ and obtains

$$(sE-iv^2)(sE+iv^2)=s^2E^2+v^4=0,$$

which is `hq`; one factor must vanish. For the converse, `key` shows that $z=tw$ satisfies the required condition whenever $ws=i$. The proof takes $w=i/s$ and uses $z=-tw$ for the positive imaginary energy and $z=tw$ for the negative one.

```lean
/-- For `0 < v < t` the energies of the Siegert states are exactly `i v² / √(t² - v²)` and its
complex conjugate. -/
theorem siegert_energy_iff {v t : ℝ} (hv : 0 < v) (hvt : v < t) (E : ℂ) :
    (∃ z u, IsSiegertState v t E z u) ↔
      E = Complex.I * ((v ^ 2 / √(t ^ 2 - v ^ 2) : ℝ) : ℂ) ∨
      E = -Complex.I * ((v ^ 2 / √(t ^ 2 - v ^ 2) : ℝ) : ℂ) := by
  have ht : 0 < t := hv.trans hvt
  have hp : 0 < t ^ 2 - v ^ 2 := by nlinarith
  obtain ⟨s, hs⟩ : ∃ s, s = √(t ^ 2 - v ^ 2) := ⟨_, rfl⟩
  have hs0 : 0 < s := by rw [hs]; exact Real.sqrt_pos.2 hp
  have hs2 : s ^ 2 = t ^ 2 - v ^ 2 := by rw [hs, Real.sq_sqrt hp.le]
  have hsC : (s : ℂ) ^ 2 = (t : ℂ) ^ 2 - (v : ℂ) ^ 2 := by exact_mod_cast hs2
  have hsC0 : (s : ℂ) ≠ 0 := Complex.ofReal_ne_zero.2 hs0.ne'
  have htC : (t : ℂ) ≠ 0 := Complex.ofReal_ne_zero.2 ht.ne'
  have hg : ((v ^ 2 / s : ℝ) : ℂ) = (v : ℂ) ^ 2 / s := by
    rw [Complex.ofReal_div, Complex.ofReal_pow]
  rw [← hs, hg]
  constructor
  · rintro ⟨z, hz⟩
    obtain ⟨h1, h2⟩ := (siegert_iff hv.ne' ht.ne' E z).1 hz
    have hd : (v : ℂ) ^ 2 / s * s = (v : ℂ) ^ 2 := div_mul_cancel₀ _ hsC0
    -- eliminating z leaves a quadratic equation for E
    have hq : (s * E - Complex.I * v ^ 2) * (s * E + Complex.I * v ^ 2) = 0 := by
      apply mul_left_cancel₀ (pow_ne_zero 2 htC)
      linear_combination (s : ℂ) ^ 2 * (t * E - v ^ 2 * z) * h2 + (v : ℂ) ^ 4 * z ^ 2 * hsC
        - (v : ℂ) ^ 4 * h1 - (t : ℂ) ^ 2 * v ^ 4 * Complex.I_sq
    rcases mul_eq_zero.mp hq with h | h
    · left
      exact mul_right_cancel₀ hsC0 (by linear_combination h - Complex.I * hd)
    · right
      exact mul_right_cancel₀ hsC0 (by linear_combination h + Complex.I * hd)
  · have key : ∀ w : ℂ, w * s = Complex.I →
        ((v : ℂ) ^ 2 - t ^ 2) * (t * w) ^ 2 = t ^ 2 := by
      intro w hw
      linear_combination (t : ℂ) ^ 2 * w ^ 2 * hsC - (t : ℂ) ^ 2 * (w * s + Complex.I) * hw
        - (t : ℂ) ^ 2 * Complex.I_sq
    have hk := key (Complex.I / s) (div_mul_cancel₀ _ hsC0)
    rintro (rfl | rfl)
    · exact ⟨-(t * (Complex.I / s)), (siegert_iff hv.ne' ht.ne' _ _).2
        ⟨by rw [neg_sq]; exact hk, by ring⟩⟩
    · exact ⟨t * (Complex.I / s), (siegert_iff hv.ne' ht.ne' _ _).2 ⟨hk, by ring⟩⟩
```

Both waves grow along the chain, since $|z|=t/s>1$. The proof takes norms in the condition on $z$, which gives $(t^2-v^2)|z|^2=t^2$. If $|z|\le1$ held, the left side would be at most $t^2-v^2$, which is less than $t^2$.

```lean
/-- For `0 < v < t` every Siegert state grows along the chain: `|z| > 1`. -/
theorem siegert_grows {v t : ℝ} (hv : 0 < v) (hvt : v < t) {E z : ℂ} {u : ℕ → ℂ}
    (h : IsSiegertState v t E z u) : 1 < ‖z‖ := by
  have ht : 0 < t := hv.trans hvt
  have hp : 0 < t ^ 2 - v ^ 2 := by nlinarith
  have h1 := ((siegert_iff hv.ne' ht.ne' E z).1 ⟨u, h⟩).1
  have h2 : ((t ^ 2 - v ^ 2 : ℝ) : ℂ) * z ^ 2 = ((-(t ^ 2) : ℝ) : ℂ) := by
    push_cast
    linear_combination -h1
  have h3 := congrArg norm h2
  rw [norm_mul, norm_pow, Complex.norm_real, Complex.norm_real, Real.norm_eq_abs,
    Real.norm_eq_abs, abs_of_pos hp, abs_neg, abs_of_pos (pow_pos ht 2)] at h3
  by_contra hz
  have h4 : ‖z‖ ^ 2 ≤ 1 := pow_le_one₀ (norm_nonneg z) (not_lt.mp hz)
  nlinarith [mul_le_mul_of_nonneg_left h4 hp.le, pow_pos hv 2]
```

## The golden-rule width in closed form

The identity $\sin(nk)+\sin((n+2)k)=2\cos k\,\sin((n+1)k)$ shows that

$$\varepsilon(k)\varphi_k(n+1)=-t[\varphi_k(n)+\varphi_k(n+2)]$$

for every $n\ge0$. Together with $\varphi_k(0)=0$, this confirms that $\varphi_k$ solves the equations of the uncoupled chain, including the one at its end. The proof writes $nk$ and $(n+2)k$ as $(n+1)k\mp k$ and applies the addition formulas.

```lean
/-- The standing waves vanish at site 0 and solve the equations of the uncoupled chain at the
band energy. -/
theorem leadWave_stationary (t k : ℝ) :
    leadWave k 0 = 0 ∧ ∀ n, bandEnergy t k * leadWave k (n + 1) =
      -t * (leadWave k n + leadWave k (n + 2)) := by
  refine ⟨by simp [leadWave], fun n => ?_⟩
  have a : (n : ℝ) * k = ((n : ℝ) + 1) * k - k := by ring
  have b : ((n : ℝ) + 2) * k = ((n : ℝ) + 1) * k + k := by ring
  unfold bandEnergy leadWave
  push_cast
  rw [b, a, Real.sin_sub, Real.sin_add]
  ring
```

For $t>0$ and $0<k<\pi$ the band slope is $\varepsilon'(k)=2t\sin k>0$. Therefore

$$\Gamma_{\rm GR}(k)=\frac{2\pi v^2(2/\pi)\sin^2k}{2t\sin k}=\frac{2v^2\sin k}{t}.$$

In the proof, `hd` supplies the derivative and `hq` the square of the normalisation factor; `field_simp` carries out the cancellation.

```lean
/-- For `t > 0` and `0 < k < π` the golden-rule width is `2 v² sin k / t`. -/
theorem goldenRuleWidth_eq (v : ℝ) {t k : ℝ} (ht : 0 < t) (hk : 0 < k) (hk' : k < Real.pi) :
    goldenRuleWidth v t k = 2 * v ^ 2 * Real.sin k / t := by
  have hsin : 0 < Real.sin k := Real.sin_pos_of_pos_of_lt_pi hk hk'
  have hd : HasDerivAt (bandEnergy t) (2 * t * Real.sin k) k :=
    ((Real.hasDerivAt_cos k).const_mul (-2 * t)).congr_deriv (by ring)
  have hpi := Real.pi_pos
  have hq : √(2 / Real.pi) ^ 2 = 2 / Real.pi := Real.sq_sqrt (by positivity)
  unfold goldenRuleWidth leadWave
  rw [hd.deriv, abs_of_pos (by positivity), Nat.cast_one, one_mul, mul_pow, mul_pow, hq]
  field_simp
```

## Comparing the widths

With the time factor $e^{-iE\tau}$, the squared modulus of the amplitude at each site changes as $e^{2\,\mathrm{Im}E\,\tau}$. A state with $\mathrm{Im}\,E<0$ therefore decays at the rate $\Gamma=-2\,\mathrm{Im}\,E$. Time evolution enters only as this reading of the complex energy; the theorems concern the stationary equations.

For $0<v<t$ the decaying energy is $E=-iv^2/s$, so

$$\mathrm{Re}\,E=0=\varepsilon(\pi/2),\qquad \Gamma=\frac{2v^2}{\sqrt{t^2-v^2}}.$$

The golden rule is evaluated at the energy of the uncoupled level, which is zero, and hence at $k=\pi/2$; the real part of $E$ has not moved from there. In `siegert_width` the hypothesis `hdecay` is $\mathrm{Im}\,E<0$, and the proof uses it to discard the growing partner. A decaying state does exist, by the second alternative in `siegert_energy_iff`.

```lean
/-- For `0 < v < t`, a Siegert state with `Im E < 0` has `Re E` equal to the band energy of
`k = π/2` and has the width `-2 Im E = 2 v² / √(t² - v²)`. -/
theorem siegert_width {v t : ℝ} (hv : 0 < v) (hvt : v < t) {E z : ℂ} {u : ℕ → ℂ}
    (h : IsSiegertState v t E z u) (hdecay : E.im < 0) :
    E.re = bandEnergy t (Real.pi / 2) ∧ -2 * E.im = 2 * v ^ 2 / √(t ^ 2 - v ^ 2) := by
  have hE := (siegert_energy_iff hv hvt E).1 ⟨z, u, h⟩
  have hr : 0 ≤ v ^ 2 / √(t ^ 2 - v ^ 2) := by positivity
  rw [mul_div_assoc]
  generalize v ^ 2 / √(t ^ 2 - v ^ 2) = r at hE hr ⊢
  rcases hE with hE | hE
  · -- the growing partner is excluded
    have him : E.im = r := by rw [hE]; simp
    linarith
  · have him : E.im = -r := by rw [hE]; simp
    have hre : E.re = 0 := by rw [hE]; simp
    exact ⟨by rw [hre]; simp [bandEnergy], by rw [him]; ring⟩
```

At $k=\pi/2$ the golden rule gives $2v^2/t$. Since $s/t=\sqrt{1-(v/t)^2}$,

$$\Gamma_{\rm GR}(\pi/2)=\frac{2v^2}{t}=\frac{s}{t}\,\frac{2v^2}{s}=\sqrt{1-(v/t)^2}\;\Gamma<\Gamma.$$

`goldenRule_underestimates` states both the factor and the strict inequality for every Siegert state with $\mathrm{Im}\,E<0$. Its proof substitutes the two closed forms. The factor follows from $1-(v/t)^2=(t^2-v^2)/t^2$, and the inequality from $s<t$, because the two widths have the same positive numerator $2v^2$.

```lean
/-- For `0 < v < t` and a Siegert state with `Im E < 0`, the golden-rule width at `k = π/2` is
the width `-2 Im E` times `√(1 - (v/t)²)`, and is strictly smaller than it. -/
theorem goldenRule_underestimates {v t : ℝ} (hv : 0 < v) (hvt : v < t) {E z : ℂ}
    {u : ℕ → ℂ} (h : IsSiegertState v t E z u) (hdecay : E.im < 0) :
    goldenRuleWidth v t (Real.pi / 2) = √(1 - (v / t) ^ 2) * (-2 * E.im) ∧
      goldenRuleWidth v t (Real.pi / 2) < -2 * E.im := by
  have ht : 0 < t := hv.trans hvt
  have hp : 0 < t ^ 2 - v ^ 2 := by nlinarith
  have hs : 0 < √(t ^ 2 - v ^ 2) := Real.sqrt_pos.2 hp
  have hst : √(t ^ 2 - v ^ 2) < t := (Real.sqrt_lt' ht).2 (by nlinarith)
  have hpi := Real.pi_pos
  rw [(siegert_width hv hvt h hdecay).2,
    goldenRuleWidth_eq v ht (by linarith) (by linarith), Real.sin_pi_div_two, mul_one]
  constructor
  · have hq : 1 - (v / t) ^ 2 = (t ^ 2 - v ^ 2) / t ^ 2 := by field_simp
    rw [hq, Real.sqrt_div hp.le, Real.sqrt_sq ht.le]
    field_simp
  · exact div_lt_div_of_pos_left (by positivity) hs hst

end

end SiegertChain
```

```lean
#print axioms SiegertChain.no_siegert_at_equal_coupling
#print axioms SiegertChain.siegert_grows
#print axioms SiegertChain.leadWave_stationary
#print axioms SiegertChain.goldenRule_underestimates
```

```
'SiegertChain.no_siegert_at_equal_coupling' depends on axioms: [propext, Classical.choice, Quot.sound]
'SiegertChain.siegert_grows' depends on axioms: [propext, Classical.choice, Quot.sound]
'SiegertChain.leadWave_stationary' depends on axioms: [propext, Classical.choice, Quot.sound]
'SiegertChain.goldenRule_underestimates' depends on axioms: [propext, Classical.choice, Quot.sound]
```
